# The largest principal angle between two occupied spaces of equal dimension is the same from either side

Suppose an SCF iteration replaces one set of occupied orbitals by another, and the change is measured by the largest angle that any nonzero vector of the old occupied space, not only a listed orbital, makes with the new occupied space. If measuring the new space against the old one could give a different number, the size of the rotation would depend on which space was called the reference. The problems below show that this does not happen when the two spaces have the same finite dimension. This applies to Hartree–Fock and Kohn–Sham determinants with integer occupations in a finite basis.

## Occupied spaces as projectors

The orbital basis is orthonormal and labelled by a finite type `n`.

```lean
import Mathlib

open Matrix
open scoped InnerProductSpace

namespace GrassmannLargestAngle

noncomputable section

variable {n : Type*} [Fintype n] [DecidableEq n] {P Q : Matrix n n ℂ}
```

An occupied space is represented by its one-particle density matrix $P$, with $P^\dagger=P$ and $P^2=P$. Occupations are therefore 0 or 1; a closed-shell density with occupations 2 is halved first.

```lean
/-- The projector onto an occupied space: a Hermitian idempotent matrix. -/
structure IsProjector (P : Matrix n n ℂ) : Prop where
  herm : P.IsHermitian
  idem : P * P = P
```

The operator `op A` is the matrix $A$ acting on coefficient vectors with the Euclidean norm. Below, both are written $A$.

```lean
/-- A matrix as an operator on the Euclidean space of orbital coefficients. -/
def op (A : Matrix n n ℂ) : EuclideanSpace ℂ n →L[ℂ] EuclideanSpace ℂ n :=
  Matrix.toEuclideanCLM (n := n) (𝕜 := ℂ) A
```

The norm $\|A\|$, called `opNorm A`, is the smallest $c\ge 0$ with $\|Ax\|\le c\|x\|$ for all $x$.

```lean
/-- The Euclidean operator norm of a matrix. -/
def opNorm (A : Matrix n n ℂ) : ℝ := ‖op A‖
```

The range of $P$, written `occ P`, is the occupied space itself.

```lean
/-- The range of a matrix; for a projector, its occupied space. -/
abbrev occ (P : Matrix n n ℂ) := LinearMap.range (op P).toLinearMap
```

For a unit vector $u$ in `occ P`, the sine of its angle with `occ Q` is $\|u-Qu\|$. The largest angle $\theta(P,Q)$ is accordingly defined by $\theta(P,Q)=\arcsin\|(1-Q)P\|$. This definition is not symmetric in $P$ and $Q$. For spaces of equal nonzero dimension it gives the usual largest principal angle. If `occ P` has the larger dimension, it always gives $90^\circ$, because some nonzero vector of `occ P` is then orthogonal to `occ Q`; the usual principal angles, as many as the smaller dimension, do not depend on the order of the spaces. Lean names containing `leak` refer to the matrix $(1-Q)P$; the word is not a textbook term.

```lean
/-- The largest principal angle from the occupied space of the projector `P` to that of the
projector `Q`: its sine is the norm of `(1 - Q) P`. -/
def largestAngle (P Q : Matrix n n ℂ) : ℝ := Real.arcsin (opNorm ((1 - Q) * P))
```

One step to a real calculation lies outside the hypotheses: in an atomic-orbital basis with overlap matrix $S$, the density matrix $D$ satisfies $DSD=D$ and is first transformed to an orthonormal basis, for example by $P=S^{1/2}DS^{1/2}$.

## (a) The part of an occupied vector outside the other space

Show that $(1-Q)P$ acts on a vector $x$ as
$$(1-Q)Px=Px-QPx.$$

Expand the product. This holds for any two matrices.

```lean
/-- `(1 - Q) P` takes the `P` part of a vector and removes its `Q` part. -/
theorem leak_apply (P Q : Matrix n n ℂ) (x : EuclideanSpace ℂ n) :
    op ((1 - Q) * P) x = op P x - op Q (op P x) := by simp [op, sub_mul]
```

## (b) Projecting twice

For a projector $P$, show that
$$P(Px)=Px.$$

Apply $P^2=P$ to $x$.

```lean
/-- Projecting twice is projecting once. -/
theorem op_idem (hP : IsProjector P) (x : EuclideanSpace ℂ n) :
    op P (op P x) = op P x := by
  have := congrArg (fun A => op A x) hP.idem
  simpa [op] using this
```

## (c) Moving a projector across the inner product

For a projector $P$, show that
$$\langle Px,y\rangle=\langle x,Py\rangle.$$

In general $\langle Px,y\rangle=\langle x,P^\dagger y\rangle$, and $P^\dagger=P$. The Lean proof first carries this equality from the matrix to its operator.

```lean
/-- A projector can be moved from one side of the inner product to the other. -/
theorem inner_op (hP : IsProjector P) (x y : EuclideanSpace ℂ n) :
    ⟪op P x, y⟫_ℂ = ⟪x, op P y⟫_ℂ := by
  have h : star (op P) = op P := by
    unfold op
    rw [← map_star, star_eq_conjTranspose, hP.herm.eq]
  calc ⟪op P x, y⟫_ℂ = ⟪star (op P) x, y⟫_ℂ := by rw [h]
    _ = ⟪x, op P y⟫_ℂ := by
      rw [ContinuousLinearMap.star_eq_adjoint, ContinuousLinearMap.adjoint_inner_left]
```

## (d) Occupied and virtual weights

For a projector $P$, show that the squared norm splits:
$$\|Px\|^2+\|x-Px\|^2=\|x\|^2.$$

The two parts are orthogonal, since by (c) and (b)
$$\langle Px,x-Px\rangle=\langle x,Px-P^2x\rangle=0.$$
Expanding $\|Px+(x-Px)\|^2$ then leaves no cross term.

```lean
/-- The squared norm of an orbital is the sum of those of its occupied and virtual parts. -/
theorem pythagoras (hP : IsProjector P) (x : EuclideanSpace ℂ n) :
    ‖op P x‖ ^ 2 + ‖x - op P x‖ ^ 2 = ‖x‖ ^ 2 := by
  have h0 : ⟪op P x, x - op P x⟫_ℂ = 0 := by
    rw [inner_op hP, map_sub, op_idem hP, sub_self, inner_zero_right]
  have h := norm_add_sq (𝕜 := ℂ) (op P x) (x - op P x)
  rw [h0, add_sub_cancel, map_zero] at h
  linarith
```

## (e) A bound that makes the arcsine meaningful

For two projectors, show that
$$\|(1-Q)P\|\le 1.$$

Use (d) twice, for $Q$ acting on $Px$ and for $P$ acting on $x$:
$$\|Px-QPx\|^2\le\|Px\|^2\le\|x\|^2.$$
In Lean, `opNorm_le_bound` turns this vector estimate into the norm bound.

```lean
/-- For two projectors the norm of `(1 - Q) P` is at most one. -/
theorem opNorm_leak_le_one (hP : IsProjector P) (hQ : IsProjector Q) :
    opNorm ((1 - Q) * P) ≤ 1 := by
  refine ContinuousLinearMap.opNorm_le_bound _ zero_le_one fun x => ?_
  rw [leak_apply, one_mul]
  refine (sq_le_sq₀ (norm_nonneg _) (norm_nonneg _)).1 ?_
  linarith [pythagoras hP x, pythagoras hQ (op P x), sq_nonneg ‖x - op P x‖,
    sq_nonneg ‖op Q (op P x)‖]
```

## (f) Counting occupied orbitals

For a projector $P$, show that
$$\operatorname{tr}P=\dim(\operatorname{ran}P).$$

Choose an orthonormal basis of the range and complete it to an orthonormal basis of the whole space. By (b), $P$ fixes the vectors of its range. If $v$ is orthogonal to the range, then $\langle Pv,y\rangle=\langle v,Py\rangle=0$ for all $y$ by (c), so $Pv=0$. In this basis $P$ is therefore diagonal, with ones on the range and zeros elsewhere, and the trace does not depend on the basis. Lean takes the trace of a projection from Mathlib; the remaining lines identify the operator's matrix in the standard basis with $P$.

```lean
/-- The trace of a projector is the dimension of its occupied space. -/
theorem trace_eq_finrank (hP : IsProjector P) :
    P.trace = (Module.finrank ℂ (occ P) : ℂ) := by
  have hproj : LinearMap.IsProj (occ P) (op P).toLinearMap :=
    ⟨fun x => ⟨x, rfl⟩, by rintro _ ⟨x, rfl⟩; exact op_idem hP x⟩
  rw [← hproj.trace,
    LinearMap.trace_eq_matrix_trace ℂ (EuclideanSpace.basisFun n ℂ).toBasis]
  congr 1
  ext i j
  have h1 : LinearMap.toMatrix (EuclideanSpace.basisFun n ℂ).toBasis
      (EuclideanSpace.basisFun n ℂ).toBasis (op P).toLinearMap i j
      = (P *ᵥ (EuclideanSpace.single j (1 : ℂ)).ofLp) i := by
    rw [LinearMap.toMatrix_apply]
    simp only [OrthonormalBasis.coe_toBasis, EuclideanSpace.basisFun_apply]
    rfl
  rw [h1]
  simp
```

## (g) One reference space bounds the other

Let $P$ and $Q$ be projectors with $\operatorname{tr}P=\operatorname{tr}Q$. Show that
$$\|(1-P)Q\|\le\|(1-Q)P\|.$$

Write $c=\|(1-Q)P\|$. If $c\ge1$, (e) with the projectors exchanged suffices. Let $c<1$.

Every $u$ in $\operatorname{ran}P$ has $Pu=u$, so $\|u-Qu\|\le c\|u\|$. If $Qu=0$, then $\|u\|\le c\|u\|$ and $u=0$. Thus $Q$ maps $\operatorname{ran}P$ injectively into $\operatorname{ran}Q$. By (f) the dimensions agree, so the map is also onto.

Take any $z$ and set $y=Qz$. There is an $x$ in $\operatorname{ran}P$ with $Qx=y$. Since $Qy=y$ and $Px=x$,
$$\|y\|^2=\langle Qx,y\rangle=\langle x,y\rangle=\langle x,Py\rangle\le\|x\|\,\|Py\|.$$
Also, by (d) for $Q$,
$$\|y\|^2=\|x\|^2-\|x-y\|^2\ge(1-c^2)\|x\|^2.$$
Squaring the first estimate and inserting the second gives
$$\|x\|^2\|Py\|^2\ge\|y\|^4\ge(1-c^2)\|x\|^2\|y\|^2.$$
For $x\ne0$, divide by $\|x\|^2$ to get $\|Py\|^2\ge(1-c^2)\|y\|^2$; for $x=0$, $y=0$ and this is trivial. Finally,
$$\|y-Py\|^2=\|y\|^2-\|Py\|^2\le c^2\|y\|^2\le c^2\|z\|^2.$$

In Lean, `f` is the restricted map, `hinj` its injectivity, `hcs` the Cauchy–Schwarz step and `hmain` the lower bound on $\|Py\|^2$. The tactic `nlinarith` combines the squared inequalities.

```lean
/-- For projectors of equal trace, the norm of `(1 - P) Q` is at most that of `(1 - Q) P`. -/
theorem opNorm_leak_le (hP : IsProjector P) (hQ : IsProjector Q)
    (htr : P.trace = Q.trace) : opNorm ((1 - P) * Q) ≤ opNorm ((1 - Q) * P) := by
  rcases le_or_gt 1 (opNorm ((1 - Q) * P)) with hc | hc
  · exact (opNorm_leak_le_one hQ hP).trans hc
  have hc0 : 0 ≤ opNorm ((1 - Q) * P) := norm_nonneg _
  have hocc : ∀ u ∈ occ P, op P u = u := by
    rintro _ ⟨x, rfl⟩
    exact op_idem hP x
  have hle : ∀ u ∈ occ P, ‖u - op Q u‖ ≤ opNorm ((1 - Q) * P) * ‖u‖ := by
    intro u hu
    have h := (op ((1 - Q) * P)).le_opNorm u
    rwa [leak_apply, hocc u hu] at h
  have hfin : Module.finrank ℂ (occ P) = Module.finrank ℂ (occ Q) := by
    rw [trace_eq_finrank hP, trace_eq_finrank hQ] at htr
    exact_mod_cast htr
  -- Q maps the first space injectively, hence onto the second
  let f := (op Q).toLinearMap.restrict (p := occ P) (q := occ Q) (fun x _ => ⟨x, rfl⟩)
  have hinj : Function.Injective f := by
    rw [injective_iff_map_eq_zero]
    rintro ⟨u, hu⟩ h0
    have hQu : op Q u = 0 := congrArg Subtype.val h0
    have h := hle u hu
    rw [hQu, sub_zero] at h
    have hu0 : u = 0 := by
      by_contra hne
      have := norm_pos_iff.2 hne
      nlinarith
    exact Subtype.ext hu0
  refine ContinuousLinearMap.opNorm_le_bound _ hc0 fun z => ?_
  obtain ⟨⟨x, hx⟩, hxy⟩ :=
    (LinearMap.injective_iff_surjective_of_finrank_eq_finrank hfin).1 hinj
      ⟨op Q z, ⟨z, rfl⟩⟩
  have hQx : op Q x = op Q z := congrArg Subtype.val hxy
  have hQy := op_idem hQ z
  have hyz := pythagoras hQ z
  have hpx := pythagoras hQ x
  have hlx := hle x hx
  rw [leak_apply]
  rw [hQx] at hpx hlx
  clear hxy
  generalize op Q z = y at hQx hQy hyz hpx hlx ⊢
  generalize opNorm ((1 - Q) * P) = c at hc0 hlx ⊢
  have hin : ⟪y, y⟫_ℂ = ⟪x, op P y⟫_ℂ := by
    calc ⟪y, y⟫_ℂ = ⟪op Q x, y⟫_ℂ := by rw [hQx]
      _ = ⟪x, op Q y⟫_ℂ := inner_op hQ x y
      _ = ⟪op P x, y⟫_ℂ := by rw [hQy, hocc x hx]
      _ = ⟪x, op P y⟫_ℂ := inner_op hP x y
  -- Cauchy-Schwarz bounds the P part of y from below
  have hcs : ‖y‖ ^ 2 ≤ ‖x‖ * ‖op P y‖ := by
    calc ‖y‖ ^ 2 = ‖⟪y, y⟫_ℂ‖ := by rw [inner_self_eq_norm_sq_to_K]; simp
      _ ≤ ‖x‖ * ‖op P y‖ := by rw [hin]; exact norm_inner_le_norm _ _
  have hmain : (1 - c ^ 2) * ‖y‖ ^ 2 ≤ ‖op P y‖ ^ 2 := by
    rcases (norm_nonneg x).eq_or_lt with h | h
    · have h0 : ‖y‖ ^ 2 = 0 := by
        rw [← h] at hpx
        nlinarith [sq_nonneg ‖x - y‖, sq_nonneg ‖y‖]
      rw [h0, mul_zero]
      positivity
    · refine le_of_mul_le_mul_left ?_ (pow_pos h 2)
      have h1 := pow_le_pow_left₀ (sq_nonneg ‖y‖) hcs 2
      have h2 := pow_le_pow_left₀ (norm_nonneg (x - y)) hlx 2
      have h3 : (1 - c ^ 2) * ‖x‖ ^ 2 ≤ ‖y‖ ^ 2 := by nlinarith
      nlinarith [mul_le_mul_of_nonneg_right h3 (sq_nonneg ‖y‖)]
  refine (sq_le_sq₀ (norm_nonneg _) (mul_nonneg hc0 (norm_nonneg _))).1 ?_
  have h4 : ‖y‖ ^ 2 ≤ ‖z‖ ^ 2 := by linarith [sq_nonneg ‖z - y‖]
  nlinarith [pythagoras hP y, mul_le_mul_of_nonneg_left h4 (sq_nonneg c)]
```

## (h) Three equal norms

For projectors of equal trace, show that
$$\|(1-Q)P\|=\|(1-P)Q\|=\|P-Q\|.$$

The first equality is (g) used in both directions. Call the common value $c$.

To see that $c\le\|P-Q\|$, note that $(1-Q)Px=(P-Q)Px$, because $P^2=P$, and that $\|Px\|\le\|x\|$.

For the reverse, let $w=x-Px$, so that $Pw=0$, and let $d=(P-Q)x$. The parts of $d$ outside and inside $\operatorname{ran}Q$ are
$$d-Qd=(1-Q)Px,\qquad Qd=-Qw.$$
The first has norm at most $c\|Px\|$. For the second, $\langle w,PQw\rangle=\langle Pw,Qw\rangle=0$, hence
$$\|Qw\|^2=\langle w,Qw-PQw\rangle\le\|w\|\,\|(1-P)Qw\|\le c\|w\|\,\|Qw\|,$$
so $\|Qw\|\le c\|w\|$. By (d), first for $Q$ and then for $P$,
$$\|d\|^2\le c^2\left(\|Px\|^2+\|w\|^2\right)=c^2\|x\|^2.$$

The Lean steps `h1` and `h2` are the two parts of $d$, and `hvirt` is the estimate for $Qw$.

```lean
/-- For two projectors of equal trace, `(1 - Q) P`, `(1 - P) Q` and `P - Q` have the same
Euclidean operator norm. -/
theorem opNorm_leak_eq (hP : IsProjector P) (hQ : IsProjector Q)
    (htr : P.trace = Q.trace) :
    opNorm ((1 - Q) * P) = opNorm ((1 - P) * Q) ∧
      opNorm ((1 - P) * Q) = opNorm (P - Q) := by
  have h : opNorm ((1 - Q) * P) = opNorm ((1 - P) * Q) :=
    le_antisymm (opNorm_leak_le hQ hP htr.symm) (opNorm_leak_le hP hQ htr)
  have hD : ∀ v, op (P - Q) v = op P v - op Q v := by
    intro v
    simp [op]
  refine ⟨h, le_antisymm ?_ ?_⟩
  · rw [← h]
    refine ContinuousLinearMap.opNorm_le_bound _ (norm_nonneg _) fun x => ?_
    have e : op ((1 - Q) * P) x = op (P - Q) (op P x) := by
      rw [leak_apply, hD, op_idem hP]
    have hx : ‖op P x‖ ≤ ‖x‖ := (sq_le_sq₀ (norm_nonneg _) (norm_nonneg _)).1
      (by linarith [pythagoras hP x, sq_nonneg ‖x - op P x‖])
    rw [e]
    exact (ContinuousLinearMap.le_opNorm _ _).trans
      (mul_le_mul_of_nonneg_left hx (norm_nonneg _))
  · have hc0 : 0 ≤ opNorm ((1 - P) * Q) := norm_nonneg _
    -- the Q part of a virtual vector obeys the same bound
    have hvirt : ∀ w, op P w = 0 → ‖op Q w‖ ≤ opNorm ((1 - P) * Q) * ‖w‖ := by
      intro w hw
      have hl : ‖op ((1 - P) * Q) (op Q w)‖ ≤ opNorm ((1 - P) * Q) * ‖op Q w‖ :=
        ContinuousLinearMap.le_opNorm _ _
      rw [leak_apply, op_idem hQ] at hl
      have hin : ⟪op Q w, op Q w⟫_ℂ = ⟪w, op Q w - op P (op Q w)⟫_ℂ := by
        rw [inner_op hQ, op_idem hQ, inner_sub_right, ← inner_op hP, hw,
          inner_zero_left, sub_zero]
      have hsq : ‖op Q w‖ ^ 2 ≤ ‖w‖ * ‖op Q w - op P (op Q w)‖ := by
        calc ‖op Q w‖ ^ 2 = ‖⟪op Q w, op Q w⟫_ℂ‖ := by
              rw [inner_self_eq_norm_sq_to_K]; simp
          _ ≤ _ := by rw [hin]; exact norm_inner_le_norm _ _
      rcases (norm_nonneg (op Q w)).eq_or_lt with h0 | h0
      · rw [← h0]
        exact mul_nonneg hc0 (norm_nonneg _)
      · refine le_of_mul_le_mul_right ?_ h0
        nlinarith [mul_le_mul_of_nonneg_left hl (norm_nonneg w)]
    refine ContinuousLinearMap.opNorm_le_bound _ hc0 fun x => ?_
    -- split (P - Q) x into its parts outside and inside the space of Q
    have h1 : op (P - Q) x - op Q (op (P - Q) x) = op ((1 - Q) * P) (op P x) := by
      rw [hD, map_sub, op_idem hQ, leak_apply, op_idem hP]
      abel
    have h2 : op Q (op (P - Q) x) = -op Q (x - op P x) := by
      rw [hD]
      simp only [map_sub, op_idem hQ]
      abel
    have b1 : ‖op ((1 - Q) * P) (op P x)‖ ≤ opNorm ((1 - Q) * P) * ‖op P x‖ :=
      ContinuousLinearMap.le_opNorm _ _
    have b2 := hvirt (x - op P x) (by rw [map_sub, op_idem hP, sub_self])
    rw [h] at b1
    have hz := pythagoras hQ (op (P - Q) x)
    rw [h1, h2, norm_neg] at hz
    refine (sq_le_sq₀ (norm_nonneg _) (mul_nonneg hc0 (norm_nonneg _))).1 ?_
    rw [← hz, mul_pow, ← pythagoras hP x]
    have c1 := pow_le_pow_left₀ (norm_nonneg _) b1 2
    have c2 := pow_le_pow_left₀ (norm_nonneg _) b2 2
    rw [mul_pow] at c1 c2
    linarith
```

The trace condition matters for the first equality. Take $P=\mathrm{diag}(1,0)$ and $Q=1$ in two dimensions. Then $(1-Q)P=0$, while $(1-P)Q=\mathrm{diag}(0,1)$ has norm 1. The condition $\operatorname{tr}P\le\operatorname{tr}Q$ is therefore not enough.

## (i) The angle and its sine

For projectors of equal trace, show that
$$\theta(P,Q)=\theta(Q,P),\qquad \sin\theta(P,Q)=\|P-Q\|.$$

Take the arcsine of the first equality in (h). For the second claim, (e) places $\|(1-Q)P\|$ between 0 and 1, where the sine undoes the arcsine; then use (h) again.

```lean
/-- For two projectors of equal trace, the largest principal angle is the same from either
reference space, and its sine is the norm of `P - Q`. -/
theorem largestAngle_symm (hP : IsProjector P) (hQ : IsProjector Q)
    (htr : P.trace = Q.trace) :
    largestAngle P Q = largestAngle Q P ∧
      Real.sin (largestAngle P Q) = opNorm (P - Q) := by
  obtain ⟨h1, h2⟩ := opNorm_leak_eq hP hQ htr
  have h0 : 0 ≤ opNorm ((1 - Q) * P) := norm_nonneg _
  refine ⟨by unfold largestAngle; rw [h1], ?_⟩
  unfold largestAngle
  rw [Real.sin_arcsin (by linarith) (opNorm_leak_le_one hP hQ), h1, h2]
```

In an SCF calculation with $N\ge1$ occupied orbitals, let the orthonormal columns of $C$ and $C'$ hold the old and new orbitals, with $P=CC^\dagger$ and $Q=C'C'^\dagger$. The smallest singular value of the $N\times N$ overlap matrix $C^\dagger C'$ is $\cos\theta(P,Q)$, a standard fact of linear algebra used here without formal proof. If it is 0.8, then $\|P-Q\|=0.6$ and the largest angle is about $37^\circ$. Exchanging old and new orbitals replaces the overlap matrix by its adjoint, which has the same singular values.

## (j) A pair of different occupied spaces

Verify that
$$P=\begin{pmatrix}1&0\\0&0\end{pmatrix},\qquad Q=\frac12\begin{pmatrix}1&1\\1&1\end{pmatrix}$$
are different projectors of equal trace.

Both are real and symmetric, both square to themselves, and both have trace 1. Their off-diagonal entries differ. The occupied orbitals are $(1,0)$ and $(1,1)/\sqrt2$, at an angle of $45^\circ$; accordingly $(P-Q)^2=\tfrac12\,1$ and $\|P-Q\|=1/\sqrt2$. The Lean statement contains the projector properties, the equal traces and $P\ne Q$, and it is checked entry by entry.

```lean
/-- Two explicit, different projectors of equal trace in two dimensions. -/
theorem projectors_witness :
    let P : Matrix (Fin 2) (Fin 2) ℂ := !![1, 0; 0, 0]
    let Q : Matrix (Fin 2) (Fin 2) ℂ := !![1/2, 1/2; 1/2, 1/2]
    IsProjector P ∧ IsProjector Q ∧ P.trace = Q.trace ∧ P ≠ Q := by
  refine ⟨⟨?_, ?_⟩, ⟨?_, ?_⟩, ?_, ?_⟩
  · exact Matrix.IsHermitian.ext fun i j => by fin_cases i <;> fin_cases j <;> simp
  · ext i j
    fin_cases i <;> fin_cases j <;> simp [Matrix.mul_apply, Fin.sum_univ_succ]
  · exact Matrix.IsHermitian.ext fun i j => by fin_cases i <;> fin_cases j <;> simp
  · ext i j
    fin_cases i <;> fin_cases j <;> norm_num [Matrix.mul_apply, Fin.sum_univ_succ]
  · norm_num [Matrix.trace_fin_two]
  · intro h
    have h01 := congrFun (congrFun h 0) 1
    norm_num at h01

end

end GrassmannLargestAngle
```

```lean
#print axioms GrassmannLargestAngle.largestAngle_symm
-- 'GrassmannLargestAngle.largestAngle_symm' depends on axioms: [propext, Classical.choice, Quot.sound]
```
